# Hydrogenic fine structure: the first-order shift depends on j, not on l

In the \(n=2\) shell of a one-electron ion, two levels have total angular momentum \(j=\tfrac12\): the s level with orbital momentum \(l=0\) and the p level with \(l=1\). Measure their first-order relativistic shifts in units of \(K=\alpha^2Z^4/(2n^3)\), where \(Z\) is the nuclear charge, \(\alpha\) the fine-structure constant, and energies are in hartree. Both contain the same term \(3/(4n)=\tfrac38\). The remainders are

\[
\text{s: } \underbrace{-2}_{\text{kinetic}}+\underbrace{1}_{\text{Darwin}}=-1,
\qquad
\text{p: } \underbrace{-\tfrac23}_{\text{kinetic}}\;\underbrace{-\,\tfrac13}_{\text{spin-orbit}}=-1 .
\]

Different corrections add up to the same number, \(-1/(j+\tfrac12)\). The development below proves this for every allowed pair \((l,j)\).

```lean
import Mathlib

open Real

namespace HydrogenicFineStructure

noncomputable section
```

## The ingredients

Everything is in Hartree atomic units, with a fixed point nucleus. The principal quantum number is a positive natural number, `n : ℕ+`, while \(Z\), \(\alpha\), \(l\) and \(j\) are real. The unperturbed energy is \(E=-Z^2/(2n^2)\).

```lean
/-- Gross energy `-Z²/(2n²)` of a hydrogenic level, in Hartree atomic units. -/
def grossEnergy (Z : ℝ) (n : ℕ+) : ℝ := -Z ^ 2 / (2 * (n : ℝ) ^ 2)
```

The radial means enter as their known hydrogenic formulas; they are definitions here and are not derived from wave functions. The first is \(\langle 1/r\rangle=Z/n^2\).

```lean
/-- Hydrogenic mean value of `1/r`. -/
def meanInvR (Z : ℝ) (n : ℕ+) : ℝ := Z / (n : ℝ) ^ 2
```

The second is \(\langle 1/r^2\rangle=Z^2/\bigl(n^3(l+\tfrac12)\bigr)\).

```lean
/-- Hydrogenic mean value of `1/r²`. -/
def meanInvR2 (Z : ℝ) (n : ℕ+) (l : ℝ) : ℝ := Z ^ 2 / ((n : ℝ) ^ 3 * (l + 1 / 2))
```

The third, \(\langle 1/r^3\rangle=Z^3/\bigl(n^3\,l(l+\tfrac12)(l+1)\bigr)\), is meaningful only for \(l>0\), since the integral diverges for s levels.

```lean
/-- Hydrogenic mean value of `1/r³`, used for `l > 0`. -/
def meanInvR3 (Z : ℝ) (n : ℕ+) (l : ℝ) : ℝ :=
  Z ^ 3 / ((n : ℝ) ^ 3 * (l * (l + 1 / 2) * (l + 1)))
```

Only s levels have density at the nucleus, \(|\psi(0)|^2=Z^3/(\pi n^3)\).

```lean
/-- Electron density at the nucleus, which only s levels have. -/
def contactDensity (Z : ℝ) (n : ℕ+) (l : ℝ) : ℝ :=
  if l = 0 then Z ^ 3 / (π * (n : ℝ) ^ 3) else 0
```

Squaring \(\mathbf J=\mathbf L+\mathbf S\) with spin one half gives \(\langle\mathbf L\cdot\mathbf S\rangle=\tfrac12\bigl[j(j+1)-l(l+1)-\tfrac34\bigr]\).

```lean
/-- Mean value of `L·S` for spin one half. -/
def meanLS (l j : ℝ) : ℝ := (j * (j + 1) - l * (l + 1) - 3 / 4) / 2
```

## The three corrections

The kinetic correction is \(-\tfrac{\alpha^2}{2}\langle(p^2/2)^2\rangle\). On an eigenstate \(p^2/2\) acts as \(E+Z/r\), so the mean becomes \(E^2+2EZ\langle1/r\rangle+Z^2\langle1/r^2\rangle\).

```lean
/-- Relativistic kinetic correction `-(α²/2)⟨(E + Z/r)²⟩`, with the square expanded. -/
def kineticShift (Z α : ℝ) (n : ℕ+) (l : ℝ) : ℝ :=
  -(α ^ 2 / 2) * (grossEnergy Z n ^ 2 + 2 * grossEnergy Z n * (Z * meanInvR Z n)
    + Z ^ 2 * meanInvR2 Z n l)
```

The spin-orbit correction is \(\tfrac{\alpha^2Z}{2}\langle1/r^3\rangle\langle\mathbf L\cdot\mathbf S\rangle\), set to zero for \(l=0\).

```lean
/-- Spin-orbit correction `(α²Z/2)⟨1/r³⟩⟨L·S⟩`, absent in s levels. -/
def spinOrbitShift (Z α : ℝ) (n : ℕ+) (l j : ℝ) : ℝ :=
  if l = 0 then 0 else α ^ 2 * Z / 2 * meanInvR3 Z n l * meanLS l j
```

The Darwin correction is \(\tfrac{\pi\alpha^2Z}{2}|\psi(0)|^2\).

```lean
/-- Darwin correction, proportional to the electron density at the nucleus. -/
def darwinShift (Z α : ℝ) (n : ℕ+) (l : ℝ) : ℝ :=
  π * α ^ 2 * Z / 2 * contactDensity Z n l
```

The fine-structure shift is their sum.

```lean
/-- Total first-order fine-structure shift: kinetic, spin-orbit and Darwin terms. -/
def fineShift (Z α : ℝ) (n : ℕ+) (l j : ℝ) : ℝ :=
  kineticShift Z α n l + spinOrbitShift Z α n l j + darwinShift Z α n l
```

The allowed couplings are \(j=l+\tfrac12\) with \(l\ge0\), and \(j=l-\tfrac12\) with \(l>0\). The predicate requires neither that \(l\) be an integer nor that \(l<n\), so the theorems also cover pairs that label no physical level.

```lean
/-- The values of `j` obtained by coupling orbital momentum `l` to spin one half. -/
def IsCoupled (l j : ℝ) : Prop :=
  (0 ≤ l ∧ j = l + 1 / 2) ∨ (0 < l ∧ j = l - 1 / 2)
```

## The bracket identity

Write \(X=j(j+1)-l(l+1)-\tfrac34\). For \(j=l+\tfrac12\) we get \(X=l\), and

\[
-\frac1{l+\frac12}+\frac{1}{2(l+\frac12)(l+1)}
=-\frac{2l+1}{2(l+\frac12)(l+1)}=-\frac1{l+1}.
\]

For \(j=l-\tfrac12\) we get \(X=-(l+1)\), and

\[
-\frac1{l+\frac12}-\frac{1}{2l(l+\frac12)}
=-\frac{2l+1}{2l(l+\frac12)}=-\frac1l .
\]

Both results equal \(-1/(j+\tfrac12)\). The proof splits into the same two cases; `field_simp` clears the denominators and `ring` compares the polynomials.

The hypothesis \(l>0\) matters. At \(l=0\), \(j=\tfrac12\) the second fraction is \(0/0\), which Lean evaluates as \(0\), and the identity would read \(-2=-1\). The missing \(1\) is what the Darwin term supplies.

```lean
/-- For `l > 0` and `j = l ± 1/2` the `l`-dependent parts of the kinetic and spin-orbit terms add up to a
function of `j` alone. -/
theorem kinetic_add_spinOrbit_bracket {l j : ℝ} (hl : 0 < l)
    (hj : j = l + 1 / 2 ∨ j = l - 1 / 2) :
    -1 / (l + 1 / 2) + (j * (j + 1) - l * (l + 1) - 3 / 4) / (2 * l * (l + 1 / 2) * (l + 1))
      = -1 / (j + 1 / 2) := by
  have h0 : l ≠ 0 := hl.ne'
  have h1 : l + 1 ≠ 0 := by positivity
  have h2 : l + 1 / 2 ≠ 0 := by positivity
  rcases hj with rfl | rfl
  · rw [show l + 1 / 2 + 1 / 2 = l + 1 by ring]
    field_simp
    ring
  · rw [show l - 1 / 2 + 1 / 2 = l by ring]
    field_simp
    ring
```

## The kinetic term in closed form

Inserting the means gives

\[
-\frac{\alpha^2}{2}\left(\frac{Z^4}{4n^4}-\frac{Z^4}{n^4}+\frac{Z^4}{n^3(l+\frac12)}\right)
=K\left(\frac{3}{4n}-\frac1{l+\frac12}\right).
\]

In Lean, \(l+\tfrac12\) is renamed `a`, divisions become products with inverses, and `ring` finishes.

```lean
/-- Closed form of the relativistic kinetic correction. -/
theorem kineticShift_eq (Z α : ℝ) (n : ℕ+) (l : ℝ) :
    kineticShift Z α n l
      = α ^ 2 * Z ^ 4 / (2 * (n : ℝ) ^ 3) * (3 / (4 * (n : ℝ)) - 1 / (l + 1 / 2)) := by
  unfold kineticShift grossEnergy meanInvR meanInvR2
  generalize l + 1 / 2 = a
  simp only [div_eq_mul_inv, mul_inv]
  ring
```

## The total shift

For \(l>0\) the Darwin term vanishes and the spin-orbit term is \(K\,X/\bigl(2l(l+\tfrac12)(l+1)\bigr)\). Adding the kinetic term produces \(K\) times the left side of the bracket identity, plus \(3K/(4n)\). Hence

\[
\Delta E=K\left(\frac3{4n}-\frac1{j+\frac12}\right).
\]

For \(l=0\) the spin-orbit term is absent and the Darwin term equals \(K\), so the bracket is \(\tfrac{3}{4n}-2+1\), which is the same formula at \(j=\tfrac12\).

The intermediate statement `key` handles \(l>0\): its `linear_combination` multiplies the bracket identity `hb` by \(K\). The s case is computed separately, with `hD` recording that the Darwin term is \(K\).

```lean
/-- The hydrogenic fine-structure formula: for every allowed pair `(l, j)` the total shift
is `α²Z⁴/(2n³) · (3/(4n) - 1/(j+1/2))`. -/
theorem fineShift_eq (Z α : ℝ) (n : ℕ+) {l j : ℝ} (h : IsCoupled l j) :
    fineShift Z α n l j
      = α ^ 2 * Z ^ 4 / (2 * (n : ℝ) ^ 3) * (3 / (4 * (n : ℝ)) - 1 / (j + 1 / 2)) := by
  have hn : (n : ℝ) ≠ 0 := by exact_mod_cast n.ne_zero
  -- For `l > 0` the bracket identity removes `l`.
  have key : 0 < l → (j = l + 1 / 2 ∨ j = l - 1 / 2) → fineShift Z α n l j
      = α ^ 2 * Z ^ 4 / (2 * (n : ℝ) ^ 3) * (3 / (4 * (n : ℝ)) - 1 / (j + 1 / 2)) := by
    intro hl hj
    have hb := kinetic_add_spinOrbit_bracket hl hj
    unfold fineShift
    rw [kineticShift_eq]
    simp only [spinOrbitShift, darwinShift, contactDensity, if_neg hl.ne', meanInvR3, meanLS]
    simp only [div_eq_mul_inv, mul_inv] at hb ⊢
    linear_combination (α ^ 2 * Z ^ 4 * 2⁻¹ * ((n : ℝ) ^ 3)⁻¹) * hb
  rcases h with ⟨hl, hj⟩ | ⟨hl, hj⟩
  · rcases hl.eq_or_lt with h0 | hpos
    · -- For s levels the Darwin term takes the place of the spin-orbit term.
      subst h0
      subst hj
      have hπ : π ≠ 0 := Real.pi_ne_zero
      have hD : π * α ^ 2 * Z / 2 * (Z ^ 3 / (π * (n : ℝ) ^ 3))
          = α ^ 2 * Z ^ 4 / (2 * (n : ℝ) ^ 3) := by
        field_simp
      unfold fineShift
      rw [kineticShift_eq]
      simp only [spinOrbitShift, darwinShift, contactDensity, if_true]
      rw [hD]
      ring
    · exact key hpos (Or.inl hj)
  · exact key hl (Or.inr hj)
```

## Degeneracy and its converse

The pairs \((l,l+\tfrac12)\) and \((l+1,l+\tfrac12)\) are both allowed and share \(j\), so their shifts agree. For both to be levels of an actual shell, \(l\) must be an integer with \(l+1<n\), which first happens at \(n=2\).

```lean
/-- The pairs `(l, l+1/2)` and `(l+1, l+1/2)` at the same `n` have the same
fine-structure shift, for every `l ≥ 0`. -/
theorem fineShift_degenerate (Z α : ℝ) (n : ℕ+) {l : ℝ} (hl : 0 ≤ l) :
    fineShift Z α n l (l + 1 / 2) = fineShift Z α n (l + 1) (l + 1 / 2) := by
  rw [fineShift_eq Z α n (Or.inl ⟨hl, rfl⟩),
    fineShift_eq Z α n (Or.inr ⟨by linarith, by ring⟩)]
```

Conversely, let two allowed pairs have equal shifts at the same \(n\). If \(Z\) and \(\alpha\) are nonzero, then \(K\ne0\) can be cancelled, leaving \(1/(j+\tfrac12)=1/(j'+\tfrac12)\), so \(j=j'\). With \(\alpha=0\) every shift is zero, and \(j=\tfrac12\) and \(j=\tfrac32\) could not be told apart.

```lean
/-- For `Z ≠ 0`, `α ≠ 0` and fixed `n`, two allowed pairs `(l, j)`, `(l', j')` have equal fine-structure shifts exactly when their
total angular momenta `j` agree. -/
theorem fineShift_eq_iff {Z α : ℝ} (hZ : Z ≠ 0) (hα : α ≠ 0) (n : ℕ+) {l j l' j' : ℝ}
    (h : IsCoupled l j) (h' : IsCoupled l' j') :
    fineShift Z α n l j = fineShift Z α n l' j' ↔ j = j' := by
  have hn : (n : ℝ) ≠ 0 := by exact_mod_cast n.ne_zero
  have hK : α ^ 2 * Z ^ 4 / (2 * (n : ℝ) ^ 3) ≠ 0 :=
    div_ne_zero (mul_ne_zero (pow_ne_zero _ hα) (pow_ne_zero _ hZ))
      (mul_ne_zero two_ne_zero (pow_ne_zero _ hn))
  rw [fineShift_eq Z α n h, fineShift_eq Z α n h']
  constructor
  · intro e
    -- Cancel the common prefactor, then invert.
    have e1 := mul_left_cancel₀ hK e
    have e2 : (j + 1 / 2)⁻¹ = (j' + 1 / 2)⁻¹ := by
      simp only [one_div] at e1 ⊢
      linarith
    have e3 := inv_injective e2
    linarith
  · intro e
    rw [e]
```

## The doublet splitting

Subtracting the two shifts for the same \(l>0\) gives

\[
K\left(\frac1l-\frac1{l+1}\right)=\frac{\alpha^2Z^4}{2n^3\,l(l+1)} .
\]

For hydrogen with \(n=2\), \(K=\alpha^2/16\). The \(j=\tfrac12\) levels shift by \(K(\tfrac38-1)=-5\alpha^2/128\) and the \(j=\tfrac32\) level by \(K(\tfrac38-\tfrac12)=-\alpha^2/128\). The difference is \(\alpha^2/32\), as the formula gives for \(l=1\).

```lean
/-- The splitting between the `j = l+1/2` and `j = l-1/2` levels of a doublet is
`α²Z⁴/(2n³l(l+1))`. -/
theorem doublet_splitting (Z α : ℝ) (n : ℕ+) {l : ℝ} (hl : 0 < l) :
    fineShift Z α n l (l + 1 / 2) - fineShift Z α n l (l - 1 / 2)
      = α ^ 2 * Z ^ 4 / (2 * (n : ℝ) ^ 3 * (l * (l + 1))) := by
  have hn : (n : ℝ) ≠ 0 := by exact_mod_cast n.ne_zero
  have h0 : l ≠ 0 := hl.ne'
  have h1 : l + 1 ≠ 0 := by positivity
  rw [fineShift_eq Z α n (Or.inl ⟨hl.le, rfl⟩), fineShift_eq Z α n (Or.inr ⟨hl, rfl⟩),
    show l + 1 / 2 + 1 / 2 = l + 1 by ring, show l - 1 / 2 + 1 / 2 = l by ring]
  field_simp
  ring

end

end HydrogenicFineStructure
```

```lean
#print axioms HydrogenicFineStructure.fineShift_eq
-- 'HydrogenicFineStructure.fineShift_eq' depends on axioms: [propext, Classical.choice, Quot.sound]
#print axioms HydrogenicFineStructure.fineShift_degenerate
-- 'HydrogenicFineStructure.fineShift_degenerate' depends on axioms: [propext, Classical.choice, Quot.sound]
#print axioms HydrogenicFineStructure.fineShift_eq_iff
-- 'HydrogenicFineStructure.fineShift_eq_iff' depends on axioms: [propext, Classical.choice, Quot.sound]
#print axioms HydrogenicFineStructure.doublet_splitting
-- 'HydrogenicFineStructure.doublet_splitting' depends on axioms: [propext, Classical.choice, Quot.sound]
```

## In a calculation

An atomic code that evaluates these corrections as expectation values on a radial grid can be checked on a one-electron ion, with Schrödinger orbitals of the bare potential \(-Z/r\): the summed shifts of \(2s_{1/2}\) and \(2p_{1/2}\) should agree up to discretisation error. If spin-orbit coupling is left out, the brackets become \(\tfrac38-1\) for 2s and \(\tfrac38-\tfrac23\) for 2p, and the agreement is lost.

The model stops at first order in these three corrections. Higher orders, nuclear recoil and size, radiative corrections and electron-electron interaction are not included.
